# For a complete set of orthonormal molecular orbitals, Mulliken weights sum to one and band centres are the diagonal of $S^{-1}H$

Let $H$ and $S$ be the real Hamiltonian and overlap matrices in a finite basis of atomic orbitals. Let the columns of a square real matrix $C$ be molecular orbitals with energies $e_k$, so that

$$HC = SC\,\mathrm{diag}(e), \qquad C^{T}SC = 1 .$$

The Mulliken weight of atomic orbital $m$ in level $k$ is $w_{mk} = C_{mk}(SC)_{mk}$. Then

$$\sum_m w_{mk} = 1, \qquad \sum_k w_{mk} = 1, \qquad \sum_k e_k w_{mk} = (S^{-1}H)_{mm}.$$

The weights can nevertheless be negative, and a band centre can lie above every level.

## Dividing a level among overlapping orbitals

Write the molecular orbital as $\psi_k = \sum_m C_{mk}\phi_m$, where the $\phi_m$ are the atomic orbitals and $S_{ml} = \langle\phi_m|\phi_l\rangle$. Its norm is a double sum,

$$1 = \sum_m \sum_l C_{mk}S_{ml}C_{lk} = \sum_m C_{mk}(SC)_{mk}.$$

Mulliken's partition gives orbital $m$ all terms whose first index is $m$. Each overlap contribution, which occurs once as $(m,l)$ and once as $(l,m)$, is thereby split equally between the two orbitals.

The projected density of states on $m$ is $g_m(E) = \sum_k w_{mk}\,\delta(E-e_k)$. Its integral is $\sum_k w_{mk}$ and its first moment is $\sum_k e_k w_{mk}$, the band centre of $m$. For a one-electron model in a finite real basis, the third identity gives this centre from $H$ and $S$ alone, without diagonalisation, and so offers a check on a Mulliken-projected density of states that includes all levels. In an orthonormal basis the centre reduces to the on-site energy $H_{mm}$.

## The two relations as a Lean structure

The structure `MolecularOrbitals H S C e` has two fields. `secular` is the generalised eigenvalue equation, and `orthonormal` is the normalisation and mutual orthogonality of the orbitals in the metric $S$. Atomic orbitals and levels are both indexed by the finite type `n`, which makes $C$ square: there are as many molecular orbitals as basis functions.

The other definitions follow the formulas above:

- `mullikenWeight S C m k` is $w_{mk}$.
- `bandCentre S C e m` is $\sum_k e_k w_{mk}$, taken over all levels, occupied and empty.
- `densityMatrix C f` is $P_f = C\,\mathrm{diag}(f)\,C^{T}$, with arbitrary real numbers $f_k$ as occupations.

The theorem `mulliken_sum_rules` states the three identities, for every $k$ or every $m$ as appropriate. Neither the symmetry of $H$ and $S$ nor the positivity of $S$ is among its hypotheses; both are derived. The orbitals themselves are taken as given. For symmetric $H$ and positive definite $S$, their existence is the generalised spectral theorem of linear algebra.

The setting is restricted to real matrices, which can be chosen for a molecule, or for a crystal at the zone centre, when there is no magnetic field or spin–orbit coupling; complex Bloch orbitals would require the conjugate transpose. Delta functions and broadening do not enter, only the sums over levels. A band centre computed within an energy window, or up to the Fermi level, is a different quantity.

## Closure fixes the overlap matrix and the Hamiltonian

Orthonormality reads $(C^{T}S)\,C = 1$. For square matrices a left inverse is also a right inverse, so

$$C\,C^{T}S = 1, \qquad S^{-1} = CC^{T}.$$

Transposing the closure relation gives $S^{T}CC^{T} = 1$, and therefore

$$S^{T} = S^{T}(CC^{T}S) = (S^{T}CC^{T})S = S .$$

For positivity, take $x \neq 0$ and set $y = C^{T}Sx$, the coefficients of $x$ in the molecular orbitals. Closure gives $Cy = x$, so $y \neq 0$, and

$$x^{T}Sx = (Cy)^{T}Sx = y^{T}C^{T}Sx = y^{T}y > 0 .$$

Inserting closure to the right of $H$ and using the eigenvalue equation yields

$$H = HC\,C^{T}S = SC\,\mathrm{diag}(e)\,C^{T}S = S P_e S ,$$

where $P_e$ is the density matrix with the energies in place of occupations. This expression is symmetric because $S$ and $P_e$ are.

## One population formula gives both sums over levels

For any $f$, the symmetry of $S$ gives $(C^{T}S)_{km} = (SC)_{mk}$. Hence

$$(P_f S)_{mm} = \sum_k C_{mk} f_k (C^{T}S)_{km} = \sum_k f_k w_{mk}.$$

The left-hand side is the gross Mulliken population of orbital $m$ at occupations $f$. Two choices of $f$ are needed.

With $f_k = 1$ for all $k$, $P_f S = CC^{T}S = 1$, whose diagonal entries are one. This is the sum rule over levels.

With $f_k = e_k$, the spectral form of $H$ gives

$$S^{-1}H = CC^{T}S\,P_e S = P_e S ,$$

so the band centre of $m$ is $(S^{-1}H)_{mm}$.

The sum over atomic orbitals is the diagonal of the orthonormality relation, $\sum_m C_{mk}(SC)_{mk} = (C^{T}SC)_{kk} = 1$. Summing the centres then gives

$$\mathrm{tr}(S^{-1}H) = \sum_m \sum_k e_k w_{mk} = \sum_k e_k \sum_m w_{mk} = \sum_k e_k .$$

## A band centre above the highest level

The two-orbital model in the file has overlap $3/5$ and levels $e_0 = 0$, $e_1 = 169$ in arbitrary units, with numbers chosen to keep the arithmetic rational. Orbital 0 has coefficient $-4/13$ in level 0, and orbital 1 has $15/13$. The weight of orbital 0 is therefore

$$w_{00} = \frac{16}{169} - \frac{4}{13}\cdot\frac{3}{5}\cdot\frac{15}{13} = -\frac{20}{169}.$$

The negative overlap term outweighs the square. The sum rule over levels then forces $w_{01} = 189/169$, and the band centre of orbital 0 is $169\,w_{01} = 189$, above both levels. Mulliken weights are thus normalised like probabilities, but they need not lie between zero and one.

## Degenerate orbitals that are normalised but not orthogonal

Suppose `orthonormal` is weakened to normalisation of each column. Take two orthonormal atomic orbitals, $S = 1$, with $H = \varepsilon\,1$ and $\varepsilon \neq 0$, and let

$$C = \begin{pmatrix} 1 & 3/5 \\ 0 & 4/5 \end{pmatrix}, \qquad e_0 = e_1 = \varepsilon .$$

Every vector is an eigenvector of $H$, so the eigenvalue equation holds, and both columns have norm one. The weights are $w_{mk} = C_{mk}^2$, and each level still distributes a total of one over the atomic orbitals. But orbital 0 collects $1 + 9/25 = 34/25$ over the levels and orbital 1 only $16/25$. The first moment on orbital 0 is $34\varepsilon/25$ instead of $(S^{-1}H)_{00} = \varepsilon$. This counter-example is elementary arithmetic and is not part of the file below. It shows that normalised eigenvectors alone do not guarantee the second and third identities. Orthonormalising the two vectors within the degenerate level restores both.

## The complete Lean file

```lean
import Mathlib

open Matrix

namespace MullikenProjectedDOS

noncomputable section

variable {n : Type*} [Fintype n] [DecidableEq n]

/-- The columns of `C` are molecular orbitals with energies `e`: they solve the generalised
eigenvalue equation `H C = S C diag(e)` and are orthonormal in the overlap metric `S`. -/
structure MolecularOrbitals (H S C : Matrix n n ℝ) (e : n → ℝ) : Prop where
  secular : H * C = S * C * diagonal e
  orthonormal : Cᵀ * S * C = 1

/-- The Mulliken weight of atomic orbital `m` in molecular orbital `k`. -/
def mullikenWeight (S C : Matrix n n ℝ) (m k : n) : ℝ := C m k * (S * C) m k

/-- The first energy moment of the Mulliken-projected density of states on orbital `m`. -/
def bandCentre (S C : Matrix n n ℝ) (e : n → ℝ) (m : n) : ℝ :=
  ∑ k, e k * mullikenWeight S C m k

/-- The one-particle density matrix for level occupations `f`. -/
def densityMatrix (C : Matrix n n ℝ) (f : n → ℝ) : Matrix n n ℝ := C * diagonal f * Cᵀ

variable {H S C : Matrix n n ℝ} {e : n → ℝ}

/-- Closure relation: the molecular orbitals resolve the identity in the overlap metric. -/
theorem MolecularOrbitals.closure (h : MolecularOrbitals H S C e) : C * Cᵀ * S = 1 := by
  rw [Matrix.mul_assoc]
  exact mul_eq_one_comm.mp h.orthonormal

/-- The overlap matrix is symmetric and positive definite whenever a full set of
orthonormal molecular orbitals exists. -/
theorem MolecularOrbitals.overlap_posDef (h : MolecularOrbitals H S C e) :
    Sᵀ = S ∧ ∀ x : n → ℝ, x ≠ 0 → 0 < x ⬝ᵥ S *ᵥ x := by
  constructor
  · -- both `S` and its transpose invert `C Cᵀ`
    have h1 : Sᵀ * (C * Cᵀ) = 1 := by
      have h0 := congrArg Matrix.transpose h.closure
      simpa only [transpose_mul, transpose_transpose, transpose_one] using h0
    calc Sᵀ = Sᵀ * (C * Cᵀ * S) := by rw [h.closure, Matrix.mul_one]
      _ = Sᵀ * (C * Cᵀ) * S := (Matrix.mul_assoc _ _ _).symm
      _ = S := by rw [h1, Matrix.one_mul]
  · intro x hx
    -- expand `x` in molecular orbitals, with coefficients `y`
    obtain ⟨y, hy⟩ : ∃ y, y = Cᵀ *ᵥ (S *ᵥ x) := ⟨_, rfl⟩
    have hxy : C *ᵥ y = x := by
      rw [hy, Matrix.mulVec_mulVec, Matrix.mulVec_mulVec, h.closure, Matrix.one_mulVec]
    have hq : x ⬝ᵥ S *ᵥ x = y ⬝ᵥ y := by
      calc x ⬝ᵥ S *ᵥ x = (C *ᵥ y) ⬝ᵥ (S *ᵥ x) := by rw [hxy]
        _ = y ⬝ᵥ Cᵀ *ᵥ (S *ᵥ x) := by
          rw [Matrix.dotProduct_mulVec y, Matrix.vecMul_transpose]
        _ = y ⬝ᵥ y := by rw [← hy]
    have hy0 : y ≠ 0 := by
      intro h0
      apply hx
      rw [← hxy, h0, Matrix.mulVec_zero]
    have hnn : 0 ≤ y ⬝ᵥ y := Finset.sum_nonneg fun i _ => mul_self_nonneg (y i)
    rw [hq]
    exact lt_of_le_of_ne hnn fun h0 => hy0 (dotProduct_self_eq_zero.mp h0.symm)

/-- Spectral form of the Hamiltonian in a non-orthogonal basis, and its symmetry. -/
theorem MolecularOrbitals.hamiltonian_spectral (h : MolecularOrbitals H S C e) :
    H = S * densityMatrix C e * S ∧ Hᵀ = H := by
  have hH : H = S * densityMatrix C e * S := by
    calc H = H * (C * Cᵀ * S) := by rw [h.closure, Matrix.mul_one]
      _ = H * C * (Cᵀ * S) := by simp only [Matrix.mul_assoc]
      _ = S * C * diagonal e * (Cᵀ * S) := by rw [h.secular]
      _ = S * densityMatrix C e * S := by simp only [densityMatrix, Matrix.mul_assoc]
  refine ⟨hH, ?_⟩
  rw [hH]
  simp only [densityMatrix, transpose_mul, transpose_transpose, diagonal_transpose,
    h.overlap_posDef.1, Matrix.mul_assoc]

/-- Filling the levels with occupations `f` gives atomic orbital `m` the gross Mulliken
population `(P S)_mm`, where `P` is the density matrix. -/
theorem MolecularOrbitals.gross_population (h : MolecularOrbitals H S C e)
    (f : n → ℝ) (m : n) :
    ∑ k, f k * mullikenWeight S C m k = (densityMatrix C f * S) m m := by
  have hT : Cᵀ * S = (S * C)ᵀ := by rw [transpose_mul, h.overlap_posDef.1]
  rw [densityMatrix, Matrix.mul_assoc, hT, Matrix.mul_apply]
  refine Finset.sum_congr rfl fun k _ => ?_
  rw [Matrix.mul_diagonal, Matrix.transpose_apply, mullikenWeight]
  ring

/-- Sum rules of the Mulliken-projected density of states: the weights sum to one over atomic
orbitals and over levels, and the first energy moment on orbital `m` is `(S⁻¹ H)_mm`. -/
theorem mulliken_sum_rules (h : MolecularOrbitals H S C e) :
    (∀ k, ∑ m, mullikenWeight S C m k = 1) ∧
    (∀ m, ∑ k, mullikenWeight S C m k = 1) ∧
    (∀ m, bandCentre S C e m = (S⁻¹ * H) m m) := by
  refine ⟨fun k => ?_, fun m => ?_, fun m => ?_⟩
  · -- normalisation of molecular orbital `k`
    have h0 := congrFun (congrFun h.orthonormal k) k
    rw [Matrix.mul_assoc, Matrix.mul_apply, Matrix.one_apply_eq] at h0
    simpa only [Matrix.transpose_apply, mullikenWeight] using h0
  · -- closure, read as the population of completely filled levels
    have h0 := h.gross_population (fun _ => 1) m
    have h1 : densityMatrix C (fun _ => 1) = C * Cᵀ := by
      rw [densityMatrix, Matrix.diagonal_one, Matrix.mul_one]
    rw [h1, h.closure, Matrix.one_apply_eq] at h0
    simpa only [one_mul] using h0
  · -- the inverse overlap is `C Cᵀ`, which removes one factor `S` from `H`
    have hinv : S⁻¹ = C * Cᵀ := Matrix.inv_eq_right_inv (mul_eq_one_comm.mp h.closure)
    have hSH : S⁻¹ * H = densityMatrix C e * S := by
      calc S⁻¹ * H = C * Cᵀ * (S * densityMatrix C e * S) := by
            rw [← h.hamiltonian_spectral.1, hinv]
        _ = C * Cᵀ * S * (densityMatrix C e * S) := by simp only [Matrix.mul_assoc]
        _ = densityMatrix C e * S := by rw [h.closure, Matrix.one_mul]
    rw [hSH]
    exact h.gross_population e m

/-- The band centres of all atomic orbitals add up to the sum of the level energies,
which is the trace of `S⁻¹ H`. -/
theorem sum_bandCentre (h : MolecularOrbitals H S C e) :
    ∑ m, bandCentre S C e m = ∑ k, e k ∧ (S⁻¹ * H).trace = ∑ k, e k := by
  have h1 : ∑ m, bandCentre S C e m = ∑ k, e k := by
    simp only [bandCentre]
    rw [Finset.sum_comm]
    refine Finset.sum_congr rfl fun k _ => ?_
    rw [← Finset.mul_sum, (mulliken_sum_rules h).1 k, mul_one]
  refine ⟨h1, ?_⟩
  rw [← h1]
  exact Finset.sum_congr rfl fun m _ => ((mulliken_sum_rules h).2.2 m).symm

/-- Hamiltonian of a two-orbital model. -/
def modelH : Matrix (Fin 2) (Fin 2) ℝ := !![144, 192/5; 192/5, 256/25]

/-- Overlap matrix of the two-orbital model. -/
def modelS : Matrix (Fin 2) (Fin 2) ℝ := !![1, 3/5; 3/5, 1]

/-- Molecular orbital coefficients of the two-orbital model. -/
def modelC : Matrix (Fin 2) (Fin 2) ℝ := !![-4/13, -63/52; 15/13, 25/52]

/-- Level energies of the two-orbital model. -/
def modelE : Fin 2 → ℝ := ![0, 169]

/-- The two-orbital model has orthonormal molecular orbitals, yet one of its Mulliken weights
is negative and the band centre of its first atomic orbital lies above every level. -/
theorem bandCentre_outside_spectrum_witness :
    MolecularOrbitals modelH modelS modelC modelE ∧
    mullikenWeight modelS modelC 0 0 < 0 ∧
    ∀ k, modelE k < bandCentre modelS modelC modelE 0 := by
  refine ⟨⟨?_, ?_⟩, ?_, ?_⟩
  · ext i j
    rw [Matrix.mul_diagonal]
    fin_cases i <;> fin_cases j <;>
      norm_num [modelH, modelS, modelC, modelE, Matrix.mul_apply, Fin.sum_univ_two]
  · ext i j
    fin_cases i <;> fin_cases j <;>
      norm_num [modelS, modelC, Matrix.mul_apply, Fin.sum_univ_two]
  · norm_num [mullikenWeight, modelS, modelC, Matrix.mul_apply, Fin.sum_univ_two]
  · intro k
    fin_cases k <;>
      norm_num [bandCentre, mullikenWeight, modelS, modelC, modelE, Matrix.mul_apply,
        Fin.sum_univ_two]

end

end MullikenProjectedDOS
```

```lean
#print axioms MullikenProjectedDOS.sum_bandCentre
```

```
'MullikenProjectedDOS.sum_bandCentre' depends on axioms: [propext, Classical.choice, Quot.sound]
```

## How the Lean proof follows the matrix algebra

`MolecularOrbitals.closure` regroups the product and applies `mul_eq_one_comm`, which turns a left inverse into a right inverse for square matrices. Completeness of the orbital set enters here.

`MolecularOrbitals.overlap_posDef` proves the two properties of $S$ in turn. The first `calc` block is the chain for $S^{T} = S$, with `h1` as the transposed closure relation. In the second half, `hxy` is the expansion $Cy = x$ and `hq` is the identity $x^{T}Sx = y^{T}y$. The sum of squares is nonnegative, and `dotProduct_self_eq_zero` excludes zero because $y \neq 0$.

`MolecularOrbitals.hamiltonian_spectral` inserts closure after $H$, replaces $HC$ by means of `h.secular`, and regroups the factors into $S P_e S$. Transposing that form, with the symmetry of $S$ already available, gives $H^{T} = H$.

`MolecularOrbitals.gross_population` first records $C^{T}S = (SC)^{T}$ as `hT`. `Matrix.mul_apply` then writes the diagonal entry as a sum over $k$, and `Finset.sum_congr` reduces the claim to a comparison of single terms. These differ only in the order of their factors, which `ring` settles.

`mulliken_sum_rules` has three branches:

1. The sum over $m$ comes from the $(k,k)$ entry of `h.orthonormal`, extracted with `congrFun` and expanded as a sum.
2. The sum over $k$ is the population formula with all occupations equal to one, where `h1` simplifies the density matrix to $CC^{T}$ and closure does the rest.
3. For the first moment, `hinv` identifies $S^{-1}$ with $CC^{T}$, so the inverse in the statement is a true inverse. `hSH` cancels one factor $S$ to give $S^{-1}H = P_e S$, and the population formula with $f = e$ finishes the argument.

`sum_bandCentre` exchanges the two sums with `Finset.sum_comm`, takes $e_k$ out of the inner sum, and uses the first sum rule. The trace statement follows by replacing each band centre with the corresponding diagonal entry of $S^{-1}H$.

`bandCentre_outside_spectrum_witness` establishes the two-orbital model by exact rational arithmetic. Both matrix relations are split into their four entries by `fin_cases` and evaluated by `norm_num`. The same tactic confirms that $w_{00}$ is negative and that the band centre of orbital 0 exceeds each of the two energies.
